# The t2g spin-orbit matrix is a shifted multiple of the projector onto a doublet

For one electron in the orbitals yz, zx and xy, with ħ and the coupling constant set to one, `socMat_eq` states that the spin-orbit matrix ∑ L_k ⊗ σ_k/2 equals (BB† − 1)/2. Here L_k is the orbital angular momentum with only its matrix elements among these three orbitals kept, and B sends a spinor χ to the state whose i-th orbital carries σ_i χ. The columns of B are orthogonal but not normalised: each has squared norm 3, so BB† is three times the projector onto the doublet they span. The attempt checks the identity entry by entry, splitting into all 36 cases and running `simp` and then `ring` on each.

The first attempt, which Lean rejects:

```lean
import Mathlib

open Matrix MvPolynomial
open scoped Kronecker

namespace T2gSpinOrbit

noncomputable section

/-- The component `L_k` of the orbital angular momentum `-i r × ∇` (with `ħ = 1`), acting on
complex polynomials in the coordinates `x, y, z`, numbered `0, 1, 2` cyclically. -/
def angMom (k : Fin 3) (p : MvPolynomial (Fin 3) ℂ) : MvPolynomial (Fin 3) ℂ :=
  C (-Complex.I) * (X (k + 1) * pderiv (k + 2) p - X (k + 2) * pderiv (k + 1) p)

/-- The t2g orbitals `yz, zx, xy`. -/
def t2g (j : Fin 3) : MvPolynomial (Fin 3) ℂ := X (j + 1) * X (j + 2)

/-- The matrix of `L_k` on `yz, zx, xy`: the entry `i, j` is the coefficient of the `i`-th
t2g orbital in `L_k` applied to the `j`-th, read off as a mixed derivative at the origin. -/
def tMat (k : Fin 3) : Matrix (Fin 3) (Fin 3) ℂ :=
  Matrix.of fun i j =>
    eval (0 : Fin 3 → ℂ) (pderiv (i + 1) (pderiv (i + 2) (angMom k (t2g j))))

/-- The three Cartesian spin-one matrices, written out. -/
def ell : Fin 3 → Matrix (Fin 3) (Fin 3) ℂ :=
  ![!![0, 0, 0; 0, 0, -Complex.I; 0, Complex.I, 0],
    !![0, 0, Complex.I; 0, 0, 0; -Complex.I, 0, 0],
    !![0, -Complex.I, 0; Complex.I, 0, 0; 0, 0, 0]]

/-- On the t2g orbitals, `L_k` is minus the Cartesian spin-one matrix. -/
theorem tMat_eq (k : Fin 3) : tMat k = -ell k := by
  ext i j
  fin_cases k <;> fin_cases i <;> fin_cases j <;>
    simp [tMat, t2g, angMom, ell, pderiv_X, Pi.single_apply]

/-- The Pauli matrices. -/
def pauli : Fin 3 → Matrix (Fin 2) (Fin 2) ℂ :=
  ![!![0, 1; 1, 0], !![0, -Complex.I; Complex.I, 0], !![1, 0; 0, -1]]

/-- The spin-orbit matrix `∑ L_k ⊗ σ_k / 2` on the six t2g spin orbitals. -/
def socMat : Matrix (Fin 3 × Fin 2) (Fin 3 × Fin 2) ℂ :=
  ∑ k, tMat k ⊗ₖ ((1 / 2 : ℂ) • pauli k)

/-- The map from a spinor `χ` to the t2g state whose `i`-th orbital carries the spinor
`σ_i χ`. -/
def doublet : Matrix (Fin 3 × Fin 2) (Fin 2) ℂ := Matrix.of fun a t => pauli a.1 a.2 t

/-- The spin-orbit matrix is `(B B† - 1) / 2`, with `B` the doublet map. -/
theorem socMat_eq : socMat = (1 / 2 : ℂ) • (doublet * doubletᴴ) - (1 / 2 : ℂ) • 1 := by
  ext ⟨i, s⟩ ⟨j, t⟩
  fin_cases i <;> fin_cases s <;> fin_cases j <;> fin_cases t <;>
    simp [socMat, tMat_eq, ell, doublet, pauli, Matrix.mul_apply, Fin.sum_univ_succ,
      Matrix.one_apply] <;>
    ring

end

end T2gSpinOrbit
```

The compiler's answer:

```
Try this:
  [apply] ring_nf
  
  The `ring` tactic failed to close the goal. Use `ring_nf` to obtain a normal form.
    
  Note that `ring` works primarily in *commutative* rings. If you have a noncommutative ring, abelian group or module, consider using `noncomm_ring`, `abel` or `module` instead.
Try this:
  [apply] ring_nf
  
  The `ring` tactic failed to close the goal. Use `ring_nf` to obtain a normal form.
    
  Note that `ring` works primarily in *commutative* rings. If you have a noncommutative ring, abelian group or module, consider using `noncomm_ring`, `abel` or `module` instead.
Try this:
  [apply] ring_nf
  
  The `ring` tactic failed to close the goal. Use `ring_nf` to obtain a normal form.
    
  Note that `ring` works primarily in *commutative* rings. If you have a noncommutative ring, abelian group or module, consider using `noncomm_ring`, `abel` or `module` instead.
Try this:
  [apply] ring_nf
  
  The `ring` tactic failed to close the goal. Use `ring_nf` to obtain a normal form.
    
  Note that `ring` works primarily in *commutative* rings. If you have a noncommutative ring, abelian group or module, consider using `noncomm_ring`, `abel` or `module` instead.
Main.lean:49:85: error: unsolved goals
case «0».«0».«2».«1»
⊢ Complex.I ^ 2 * (1 / 2) = -1 / 2

case «0».«1».«2».«0»
⊢ Complex.I ^ 2 * (-1 / 2) = 1 / 2

case «2».«0».«0».«1»
⊢ Complex.I ^ 2 * (-1 / 2) = 1 / 2

case «2».«1».«0».«0»
⊢ Complex.I ^ 2 * (1 / 2) = -1 / 2
Main.lean:53:6: warning: This simp argument is unused:
  Matrix.one_apply

Hint: Omit it from the simp argument list.
  [apply] simp [socMat, tMat_eq, ell, doublet, pauli, Matrix.mul_apply, Fin.sum_univ_succ]

Note: This linter can be disabled with `set_option linter.unusedSimpArgs false`
```

The error lists four entries that are still open, each asking for something like `Complex.I ^ 2 * (1 / 2) = -1 / 2`. These are true, but `ring` can't prove them, because it treats `Complex.I` as an unknown and doesn't know that its square is −1. The four "Try this" messages report the same failures: `ring` fell back to `ring_nf`, which tidied the goals without closing them.

The four entries are those where L_y meets σ_y, both imaginary. `simp` can replace `Complex.I * Complex.I` by −1, but here the factor 1/2 attached to σ_y stands between the two.

The repair calls `ring_nf` openly, which gathers the two factors into `Complex.I ^ 2`, and then `norm_num [Complex.I_sq]` replaces that square by −1 and finishes the arithmetic. Dropping `Matrix.one_apply`, which the warning reports as unused, is mere tidying.

After these edits no error is left:

```diff
@@ -50,7 +50,7 @@
   ext ⟨i, s⟩ ⟨j, t⟩
   fin_cases i <;> fin_cases s <;> fin_cases j <;> fin_cases t <;>
-    simp [socMat, tMat_eq, ell, doublet, pauli, Matrix.mul_apply, Fin.sum_univ_succ,
-      Matrix.one_apply] <;>
-    ring
+    simp [socMat, tMat_eq, ell, doublet, pauli, Matrix.mul_apply, Fin.sum_univ_succ] <;>
+    ring_nf <;>
+    norm_num [Complex.I_sq]
 
 end
```
